# Increments following a two-term inverse-power law give Hill's form of the partial-wave truncation error

Let $a_0$ be the energy from a partial-wave expansion with $l=0$ alone, let $a_l$ for $l\ge1$ be the signed change in energy when angular momentum $l$ is added, and let $T_L=\sum_{l>L}a_l$ be what is missing after $L$. If

$$\left|a_l-\frac{3C_1}{(l+\frac12)^4}-\frac{4C_2}{(l+\frac12)^5}\right|\le\frac{K}{(l+\frac12)^6}\qquad(l=0,1,2,\dots),$$

then I expect $T_L=C_1(L+1)^{-3}+C_2(L+1)^{-4}+O((L+1)^{-5})$. The usual argument replaces the sum by an integral. Can this be made rigorous, with an explicit remainder, and checked in Lean?

## An explicit remainder by telescoping

Here $C_1,C_2,K$ are real constants independent of $l$. In two-electron singlet $S$ states, such as the helium ground state, the leading $l^{-4}$ decay reflects the cusp where the electrons meet; $C_2$ sets the next order, and $K$ bounds the rest. The remainder constant is

$$K'=\frac{K+4|C_1|+6|C_2|}{5}.$$

The law at $l=0$ forces $K\ge0$, so $K'\ge0$. Since $l+\frac12\ge(l+1)/2$, comparison with inverse powers of $l+1$ makes $a$ summable.

For $x=l\ge1$, put $m=x+\frac12$ and $p=x(x+1)=m^2-\frac14\ge2$. Common denominators give

$$\frac1{x^3}-\frac1{(x+1)^3}-\frac3{m^4}=\frac{\frac52p^2+\frac{11}{16}p+\frac1{16}}{m^4p^3},$$

$$\frac1{x^4}-\frac1{(x+1)^4}-\frac4{m^5}=\frac{5p^3+\frac94p^2+\frac7{16}p+\frac1{32}}{m^5p^4}.$$

The first is at most $4/m^6$, because
$\frac52p^3+\frac{21}{16}p^2+\frac{15}{64}p+\frac1{64}\le4p^3$ for $p\ge2$. The second is at most $6/m^6$: use $m\le\frac23m^2$ and
$\frac23(5p^4+\frac72p^3+p^2+\frac9{64}p+\frac1{128})\le6p^4$. Finally, $p\le m^2$ gives

$$\frac1{x^5}-\frac1{(x+1)^5}=\frac{5m^4+\frac52m^2+\frac1{16}}{p^5}\ge\frac5{m^6}.$$

Set $F(n)=C_1/n^3+C_2/n^4$ and $G(n)=K'/n^5$. By the triangle inequality,

$$|a_l-(F(l)-F(l+1))|\le\frac{K+4|C_1|+6|C_2|}{m^6}=\frac{5K'}{m^6}\le G(l)-G(l+1).$$

Summing from $l=L+1$ to a finite end telescopes both sides. As the end goes to infinity, $F$ and $G$ vanish there, leaving

$$|T_L-F(L+1)|\le G(L+1).$$

Now write $X=L+1$. Multiplication by $X^3$ gives $X^3T_L=C_1+C_2/X+r_L$ with $|r_L|\le K'/X^2$, so $X^3T_L\to C_1$.

Let $E=\sum_l a_l$ and $E_L=E-T_L$. The two-point inverse-cube extrapolation has error

$$E-\frac{(X+1)^3E_{L+1}-X^3E_L}{(X+1)^3-X^3}=\frac{(X+1)^3T_{L+1}-X^3T_L}{(X+1)^3-X^3}.$$

In the numerator $C_1$ cancels, the $C_2$ terms differ by at most $|C_2|/X^2$, and the remainders add at most $2K'/X^2$. The denominator is at least $3X^2$, so the error is at most $(|C_2|+2K')/(3X^4)$.

## What the Lean statements say

`HillIncrements a C₁ C₂ K` is the assumed law for a real sequence `a : ℕ → ℝ`. `partialEnergy a L` includes $l=0,\dots,L$; `truncationError a L` is $T_L$, the sum over $l>L$; `hillConst` is $K'$. The theorem `hill_truncation_error` states summability and the bound for every $L\ge0$.

Deriving the increment law and its coefficients from a two-electron Schrödinger equation is a separate problem. So is identifying $E$ with the exact energy. For electronic-structure calculations, the result supports inverse-cube extrapolation in $L+1$ when the increments obey this law and carry no radial-basis error.

```lean
import Mathlib

open Filter Topology Finset

namespace PartialWaveTruncation

noncomputable section

/-- The partial-wave increments `a l` follow the two-term inverse-power law in `l + 1/2`
with coefficients `3 C₁` and `4 C₂`, up to a remainder of sixth order. -/
def HillIncrements (a : ℕ → ℝ) (C₁ C₂ K : ℝ) : Prop :=
  ∀ l : ℕ, |a l - 3 * C₁ / ((l : ℝ) + 1 / 2) ^ 4 - 4 * C₂ / ((l : ℝ) + 1 / 2) ^ 5|
    ≤ K / ((l : ℝ) + 1 / 2) ^ 6

/-- The energy collected from all partial waves up to and including `L`. -/
def partialEnergy (a : ℕ → ℝ) (L : ℕ) : ℝ := ∑ l ∈ range (L + 1), a l

/-- The truncation error: the sum of all increments with `l > L`. -/
def truncationError (a : ℕ → ℝ) (L : ℕ) : ℝ := ∑' k : ℕ, a (k + (L + 1))

/-- The explicit constant in the remainder of the truncation error. -/
def hillConst (C₁ C₂ K : ℝ) : ℝ := (K + 4 * |C₁| + 6 * |C₂|) / 5

/-- The two-point inverse-cube extrapolation from the energies at `L` and `L + 1`. -/
def extrapolated (a : ℕ → ℝ) (L : ℕ) : ℝ :=
  (((L : ℝ) + 2) ^ 3 * partialEnergy a (L + 1) - ((L : ℝ) + 1) ^ 3 * partialEnergy a L)
    / (((L : ℝ) + 2) ^ 3 - ((L : ℝ) + 1) ^ 3)

/-- The remainder constant is nonnegative for increments that follow the law. -/
theorem hillConst_nonneg {a : ℕ → ℝ} {C₁ C₂ K : ℝ} (h : HillIncrements a C₁ C₂ K) :
    0 ≤ hillConst C₁ C₂ K := by
  have hK : 0 ≤ K := by
    by_contra hK
    have h1 := div_neg_of_neg_of_pos (not_le.1 hK)
      (show (0 : ℝ) < (((0 : ℕ) : ℝ) + 1 / 2) ^ 6 by positivity)
    exact absurd h1 (not_lt.2 ((abs_nonneg _).trans (h 0)))
  unfold hillConst
  positivity

/-- For `x ≥ 1`, the drop of `x⁻³` from `x` to `x + 1` differs from `3 (x + 1/2)⁻⁴` by at most `4 (x
+ 1/2)⁻⁶`. -/
theorem cubic_step {x : ℝ} (hx : 1 ≤ x) :
    |1 / x ^ 3 - 1 / (x + 1) ^ 3 - 3 / (x + 1 / 2) ^ 4| ≤ 4 / (x + 1 / 2) ^ 6 := by
  have h0 : 0 < x := by linarith
  obtain ⟨p, hp⟩ : ∃ p, p = x * (x + 1) := ⟨_, rfl⟩
  have hq : 0 ≤ p - 2 := by rw [hp]; nlinarith
  have hp0 : 0 < p := by linarith
  have ht : (x + 1 / 2) ^ 2 = p + 1 / 4 := by rw [hp]; ring
  have e : 1 / x ^ 3 - 1 / (x + 1) ^ 3 - 3 / (x + 1 / 2) ^ 4
      = (5 / 2 * p ^ 2 + 11 / 16 * p + 1 / 16) / ((x + 1 / 2) ^ 4 * p ^ 3) := by
    rw [div_sub_div _ _ (by positivity) (by positivity),
      div_sub_div _ _ (by positivity) (by positivity),
      div_eq_div_iff (by positivity) (by positivity), hp]
    ring
  have key : (5 / 2 * p ^ 2 + 11 / 16 * p + 1 / 16) * (p + 1 / 4) ≤ 4 * p ^ 3 := by
    nlinarith [pow_nonneg hq 2, pow_nonneg hq 3]
  rw [e, abs_of_nonneg (by positivity), div_le_div_iff₀ (by positivity) (by positivity)]
  calc _ = (x + 1 / 2) ^ 4 *
        ((5 / 2 * p ^ 2 + 11 / 16 * p + 1 / 16) * (x + 1 / 2) ^ 2) := by ring
    _ ≤ (x + 1 / 2) ^ 4 * (4 * p ^ 3) := by
        rw [ht]; exact mul_le_mul_of_nonneg_left key (by positivity)
    _ = _ := by ring

/-- For `x ≥ 1`, the drop of `x⁻⁴` from `x` to `x + 1` differs from `4 (x + 1/2)⁻⁵` by at most `6 (x
+ 1/2)⁻⁶`. -/
theorem quartic_step {x : ℝ} (hx : 1 ≤ x) :
    |1 / x ^ 4 - 1 / (x + 1) ^ 4 - 4 / (x + 1 / 2) ^ 5| ≤ 6 / (x + 1 / 2) ^ 6 := by
  have h0 : 0 < x := by linarith
  obtain ⟨p, hp⟩ : ∃ p, p = x * (x + 1) := ⟨_, rfl⟩
  have hq : 0 ≤ p - 2 := by rw [hp]; nlinarith
  have hp0 : 0 < p := by linarith
  have ht : x + 1 / 2 ≤ 2 / 3 * (p + 1 / 4) := by rw [hp]; nlinarith
  have e : 1 / x ^ 4 - 1 / (x + 1) ^ 4 - 4 / (x + 1 / 2) ^ 5
      = (5 * p ^ 3 + 9 / 4 * p ^ 2 + 7 / 16 * p + 1 / 32) / ((x + 1 / 2) ^ 5 * p ^ 4) := by
    rw [div_sub_div _ _ (by positivity) (by positivity),
      div_sub_div _ _ (by positivity) (by positivity),
      div_eq_div_iff (by positivity) (by positivity), hp]
    ring
  have key : (5 * p ^ 3 + 9 / 4 * p ^ 2 + 7 / 16 * p + 1 / 32) * (2 / 3 * (p + 1 / 4))
      ≤ 6 * p ^ 4 := by
    nlinarith [pow_nonneg hq 2, pow_nonneg hq 3, pow_nonneg hq 4]
  have key' := (mul_le_mul_of_nonneg_left ht (show 0 ≤
    5 * p ^ 3 + 9 / 4 * p ^ 2 + 7 / 16 * p + 1 / 32 by positivity)).trans key
  rw [e, abs_of_nonneg (by positivity), div_le_div_iff₀ (by positivity) (by positivity)]
  calc _ = (x + 1 / 2) ^ 5 *
        ((5 * p ^ 3 + 9 / 4 * p ^ 2 + 7 / 16 * p + 1 / 32) * (x + 1 / 2)) := by ring
    _ ≤ (x + 1 / 2) ^ 5 * (6 * p ^ 4) := mul_le_mul_of_nonneg_left key' (by positivity)
    _ = _ := by ring

/-- For `x > 0`, the drop of `x⁻⁵` from `x` to `x + 1` is at least `5 (x + 1/2)⁻⁶`. -/
theorem quintic_step {x : ℝ} (hx : 0 < x) :
    5 / (x + 1 / 2) ^ 6 ≤ 1 / x ^ 5 - 1 / (x + 1) ^ 5 := by
  have e : 1 / x ^ 5 - 1 / (x + 1) ^ 5
      = (5 * (x + 1 / 2) ^ 4 + 5 / 2 * (x + 1 / 2) ^ 2 + 1 / 16) / (x * (x + 1)) ^ 5 := by
    rw [div_sub_div _ _ (by positivity) (by positivity),
      div_eq_div_iff (by positivity) (by positivity)]
    ring
  have h : (x * (x + 1)) ^ 5 ≤ ((x + 1 / 2) ^ 2) ^ 5 :=
    pow_le_pow_left₀ (by positivity) (by nlinarith) 5
  rw [e, div_le_div_iff₀ (by positivity) (by positivity)]
  calc _ ≤ 5 * ((x + 1 / 2) ^ 2) ^ 5 := by linarith
    _ ≤ 5 * ((x + 1 / 2) ^ 2) ^ 5
        + (5 / 2 * (x + 1 / 2) ^ 8 + 1 / 16 * (x + 1 / 2) ^ 6) :=
        le_add_of_nonneg_right (by positivity)
    _ = _ := by ring

/-- If each term of a summable sequence from index 1 on is the drop of `F` up to the drop of `G`,
and `F` and `G` vanish at infinity, then the tail sum from `N ≥ 1` is `F N` up to `G N`. -/
theorem tail_of_telescoping {a F G : ℕ → ℝ} (hs : Summable a)
    (hF : Tendsto F atTop (𝓝 0)) (hG : Tendsto G atTop (𝓝 0))
    (h : ∀ l, 1 ≤ l → |a l - (F l - F (l + 1))| ≤ G l - G (l + 1)) {N : ℕ} (hN : 1 ≤ N) :
    |∑' k : ℕ, a (k + N) - F N| ≤ G N := by
  -- the bound for finite blocks, by induction on their length
  have fin : ∀ n, |∑ k ∈ range n, a (k + N) - (F N - F (n + N))| ≤ G N - G (n + N) := by
    intro n
    induction n with
    | zero => simp
    | succ n ih =>
      have h1 := abs_le.1 (h (n + N) (by omega))
      have h2 := abs_le.1 ih
      have e : n + 1 + N = n + N + 1 := by omega
      rw [sum_range_succ, e]
      exact abs_le.2 ⟨by linarith [h1.1, h2.1], by linarith [h1.2, h2.2]⟩
  have hsum := ((summable_nat_add_iff N).2 hs).hasSum.tendsto_sum_nat
  have hF' := (tendsto_add_atTop_iff_nat N).2 hF
  have hG' := (tendsto_add_atTop_iff_nat N).2 hG
  have l1 := (hsum.sub (hF'.const_sub (F N))).abs
  have l2 := hG'.const_sub (G N)
  have l3 := le_of_tendsto_of_tendsto' l1 l2 fin
  simpa only [sub_zero] using l3

/-- Increments that follow the inverse-power law are summable. -/
theorem summable_increments {a : ℕ → ℝ} {C₁ C₂ K : ℝ} (h : HillIncrements a C₁ C₂ K) :
    Summable a := by
  have hp : ∀ p : ℕ, 1 < p → Summable (fun l : ℕ => 1 / ((l : ℝ) + 1 / 2) ^ p) := by
    intro p hp
    have h1 := ((summable_nat_add_iff 1).2 (Real.summable_one_div_nat_pow.2 hp)).mul_left
      ((2 : ℝ) ^ p)
    refine Summable.of_nonneg_of_le (fun l => by positivity) (fun l => ?_) h1
    have e : (2 : ℝ) ^ p * (1 / ((l + 1 : ℕ) : ℝ) ^ p) = 1 / (((l : ℝ) + 1) / 2) ^ p := by
      rw [div_pow, one_div_div, Nat.cast_add, Nat.cast_one, mul_one_div]
    rw [e]
    exact one_div_le_one_div_of_le (by positivity)
      (pow_le_pow_left₀ (by positivity) (by linarith) p)
  have hr : Summable (fun l : ℕ =>
      a l - 3 * C₁ / ((l : ℝ) + 1 / 2) ^ 4 - 4 * C₂ / ((l : ℝ) + 1 / 2) ^ 5) := by
    refine Summable.of_norm_bounded ((hp 6 (by norm_num)).mul_left K) (fun l => ?_)
    rw [Real.norm_eq_abs, mul_one_div]
    exact h l
  refine ((hr.add ((hp 4 (by norm_num)).mul_left (3 * C₁))).add
    ((hp 5 (by norm_num)).mul_left (4 * C₂))).congr (fun l => ?_)
  try simp only [Pi.add_apply]
  ring

/-- Hill's truncation-error form: the increments are summable, and the sum over `l > L` is
`C₁ (L+1)⁻³ + C₂ (L+1)⁻⁴` up to an explicit constant times `(L+1)⁻⁵`. -/
theorem hill_truncation_error {a : ℕ → ℝ} {C₁ C₂ K : ℝ} (h : HillIncrements a C₁ C₂ K) :
    Summable a ∧ ∀ L : ℕ,
      |truncationError a L - C₁ / ((L : ℝ) + 1) ^ 3 - C₂ / ((L : ℝ) + 1) ^ 4|
        ≤ hillConst C₁ C₂ K / ((L : ℝ) + 1) ^ 5 := by
  refine ⟨summable_increments h, fun L => ?_⟩
  have lim : ∀ (c : ℝ) (p : ℕ), p ≠ 0 →
      Tendsto (fun n : ℕ => c / (n : ℝ) ^ p) atTop (𝓝 0) := fun c p hp =>
    tendsto_const_nhds.div_atTop ((tendsto_pow_atTop hp).comp tendsto_natCast_atTop_atTop)
  have hF : Tendsto (fun n : ℕ => C₁ / (n : ℝ) ^ 3 + C₂ / (n : ℝ) ^ 4) atTop (𝓝 0) := by
    simpa only [add_zero] using (lim C₁ 3 (by norm_num)).add (lim C₂ 4 (by norm_num))
  have main := tail_of_telescoping (summable_increments h) hF
    (lim (hillConst C₁ C₂ K) 5 (by norm_num)) (fun l hl => ?_) (Nat.le_add_left 1 L)
  · simp only [Nat.cast_add, Nat.cast_one] at main
    rw [truncationError, sub_sub]
    exact main
  · -- the local comparison of one increment with the telescoping differences
    have hx : (1 : ℝ) ≤ (l : ℝ) := by exact_mod_cast hl
    have hr := h l
    simp only [Nat.cast_add, Nat.cast_one]
    generalize (l : ℝ) = x at hx hr ⊢
    have b3 := mul_le_mul_of_nonneg_left (cubic_step hx) (abs_nonneg C₁)
    have b4 := mul_le_mul_of_nonneg_left (quartic_step hx) (abs_nonneg C₂)
    have b5 := mul_le_mul_of_nonneg_left (quintic_step (by linarith : 0 < x))
      (hillConst_nonneg h)
    rw [← abs_mul] at b3 b4
    have e : hillConst C₁ C₂ K * (5 / (x + 1 / 2) ^ 6) = K / (x + 1 / 2) ^ 6
        + |C₁| * (4 / (x + 1 / 2) ^ 6) + |C₂| * (6 / (x + 1 / 2) ^ 6) := by
      unfold hillConst; ring
    have e5 : hillConst C₁ C₂ K * (1 / x ^ 5 - 1 / (x + 1) ^ 5)
        = hillConst C₁ C₂ K / x ^ 5 - hillConst C₁ C₂ K / (x + 1) ^ 5 := by ring
    rw [e, e5] at b5
    have r := abs_le.1 hr
    have r3 := abs_le.1 b3
    have r4 := abs_le.1 b4
    have e' : a l - (C₁ / x ^ 3 + C₂ / x ^ 4 - (C₁ / (x + 1) ^ 3 + C₂ / (x + 1) ^ 4))
        = (a l - 3 * C₁ / (x + 1 / 2) ^ 4 - 4 * C₂ / (x + 1 / 2) ^ 5)
          - C₁ * (1 / x ^ 3 - 1 / (x + 1) ^ 3 - 3 / (x + 1 / 2) ^ 4)
          - C₂ * (1 / x ^ 4 - 1 / (x + 1) ^ 4 - 4 / (x + 1 / 2) ^ 5) := by ring
    rw [e']
    exact abs_le.2 ⟨by linarith [r.1, r3.2, r4.2], by linarith [r.2, r3.1, r4.1]⟩

/-- The truncation error times `(L+1)³` differs from `C₁ + C₂/(L+1)` by at most `hillConst C₁ C₂ K`
times `(L+1)⁻²`. -/
theorem scaled_error {a : ℕ → ℝ} {C₁ C₂ K : ℝ} (h : HillIncrements a C₁ C₂ K) (L : ℕ) :
    |((L : ℝ) + 1) ^ 3 * truncationError a L - C₁ - C₂ / ((L : ℝ) + 1)|
      ≤ hillConst C₁ C₂ K / ((L : ℝ) + 1) ^ 2 := by
  have m := (hill_truncation_error h).2 L
  have hX : (0 : ℝ) < (L : ℝ) + 1 := by positivity
  generalize (L : ℝ) + 1 = X at m hX ⊢
  have e : X ^ 3 * truncationError a L - C₁ - C₂ / X
      = X ^ 3 * (truncationError a L - C₁ / X ^ 3 - C₂ / X ^ 4) := by
    field_simp
  have e2 : hillConst C₁ C₂ K / X ^ 2 = X ^ 3 * (hillConst C₁ C₂ K / X ^ 5) := by
    field_simp
  rw [e, e2, abs_mul, abs_of_pos (pow_pos hX 3)]
  exact mul_le_mul_of_nonneg_left m (by positivity)

/-- The truncation error times `(L+1)³` tends to `C₁` as `L` grows. -/
theorem leading_coefficient {a : ℕ → ℝ} {C₁ C₂ K : ℝ} (h : HillIncrements a C₁ C₂ K) :
    Tendsto (fun L : ℕ => ((L : ℝ) + 1) ^ 3 * truncationError a L) atTop (𝓝 C₁) := by
  have hX : Tendsto (fun L : ℕ => (L : ℝ) + 1) atTop atTop :=
    tendsto_atTop_add_const_right _ _ tendsto_natCast_atTop_atTop
  have h2 : Tendsto (fun L : ℕ => hillConst C₁ C₂ K / ((L : ℝ) + 1) ^ 2) atTop (𝓝 0) :=
    tendsto_const_nhds.div_atTop ((tendsto_pow_atTop two_ne_zero).comp hX)
  have h1 : Tendsto (fun L : ℕ => C₂ / ((L : ℝ) + 1)) atTop (𝓝 0) :=
    tendsto_const_nhds.div_atTop hX
  have h0 : Tendsto (fun L : ℕ => ((L : ℝ) + 1) ^ 3 * truncationError a L - C₁
      - C₂ / ((L : ℝ) + 1)) atTop (𝓝 0) :=
    squeeze_zero_norm (fun L => by rw [Real.norm_eq_abs]; exact scaled_error h L) h2
  have h3 := (h0.add h1).add_const C₁
  simp only [add_zero, zero_add] at h3
  exact Tendsto.congr (fun L => by ring) h3

/-- The two-point inverse-cube extrapolation differs from the complete partial-wave sum by at
most a constant times `(L+1)⁻⁴`. -/
theorem extrapolation_error {a : ℕ → ℝ} {C₁ C₂ K : ℝ} (h : HillIncrements a C₁ C₂ K)
    (L : ℕ) : |∑' l, a l - extrapolated a L|
      ≤ (|C₂| + 2 * hillConst C₁ C₂ K) / (3 * ((L : ℝ) + 1) ^ 4) := by
  have split : ∀ M, partialEnergy a M = ∑' l, a l - truncationError a M := fun M =>
    eq_sub_of_add_eq ((summable_increments h).sum_add_tsum_nat_add (M + 1))
  have hK := hillConst_nonneg h
  have s0 := scaled_error h L
  have s1 := scaled_error h (L + 1)
  obtain ⟨X, hX⟩ : ∃ X : ℝ, X = (L : ℝ) + 1 := ⟨_, rfl⟩
  have hX0 : 0 < X := by rw [hX]; positivity
  have hY : (L : ℝ) + 2 = X + 1 := by rw [hX]; ring
  rw [Nat.cast_add, Nat.cast_one, ← hX] at s1
  rw [← hX] at s0
  rw [extrapolated, hY, ← hX, split, split]
  have den : 3 * X ^ 2 ≤ (X + 1) ^ 3 - X ^ 3 := by nlinarith
  have hD : 0 < (X + 1) ^ 3 - X ^ 3 := lt_of_lt_of_le (by positivity) den
  generalize truncationError a (L + 1) = T₁ at s1 ⊢
  generalize truncationError a L = T₀ at s0 ⊢
  generalize ∑' l, a l = E
  -- the extrapolation error in terms of the two truncation errors alone
  have key : E - ((X + 1) ^ 3 * (E - T₁) - X ^ 3 * (E - T₀)) / ((X + 1) ^ 3 - X ^ 3)
      = ((X + 1) ^ 3 * T₁ - X ^ 3 * T₀) / ((X + 1) ^ 3 - X ^ 3) := by
    rw [eq_div_iff hD.ne', sub_mul, div_mul_cancel₀ _ hD.ne']
    ring
  have c2 : |C₂ / (X + 1) - C₂ / X| ≤ |C₂| / X ^ 2 := by
    have e : C₂ / (X + 1) - C₂ / X = -(C₂ / (X * (X + 1))) := by
      rw [div_sub_div _ _ (by positivity) (by positivity), ← neg_div,
        div_eq_div_iff (by positivity) (by positivity)]
      ring
    rw [e, abs_neg, abs_div, abs_of_pos (show 0 < X * (X + 1) by positivity)]
    exact div_le_div_of_nonneg_left (abs_nonneg _) (by positivity) (by nlinarith)
  have k1 : hillConst C₁ C₂ K / (X + 1) ^ 2 ≤ hillConst C₁ C₂ K / X ^ 2 :=
    div_le_div_of_nonneg_left hK (by positivity) (by nlinarith)
  have num : |(X + 1) ^ 3 * T₁ - X ^ 3 * T₀| ≤ (|C₂| + 2 * hillConst C₁ C₂ K) / X ^ 2 := by
    have e : (|C₂| + 2 * hillConst C₁ C₂ K) / X ^ 2
        = |C₂| / X ^ 2 + 2 * (hillConst C₁ C₂ K / X ^ 2) := by ring
    have r0 := abs_le.1 s0
    have r1 := abs_le.1 s1
    have r2 := abs_le.1 c2
    rw [e]
    exact abs_le.2 ⟨by linarith [r0.2, r1.1, r2.1], by linarith [r0.1, r1.2, r2.2]⟩
  rw [key, abs_div, abs_of_pos hD, div_le_iff₀ hD]
  calc _ ≤ (|C₂| + 2 * hillConst C₁ C₂ K) / X ^ 2 := num
    _ = (|C₂| + 2 * hillConst C₁ C₂ K) / (3 * X ^ 4) * (3 * X ^ 2) := by
        field_simp
    _ ≤ _ := mul_le_mul_of_nonneg_left den (by positivity)

end

end PartialWaveTruncation
```

```lean
#print axioms PartialWaveTruncation.hill_truncation_error
#print axioms PartialWaveTruncation.leading_coefficient
#print axioms PartialWaveTruncation.extrapolation_error
```

```
'PartialWaveTruncation.hill_truncation_error' depends on axioms: [propext, Classical.choice, Quot.sound]
'PartialWaveTruncation.leading_coefficient' depends on axioms: [propext, Classical.choice, Quot.sound]
'PartialWaveTruncation.extrapolation_error' depends on axioms: [propext, Classical.choice, Quot.sound]
```

## How the proof follows the calculation

`cubic_step`, `quartic_step` and `quintic_step` are the three unit-step estimates. In each, `ring` verifies the identity after denominators are cleared; in the first two, `nlinarith` proves the polynomial inequality from powers of $p-2\ge0$.

`tail_of_telescoping` proves the finite-block bound by induction and passes to the limit. `summable_increments` supplies the convergence it needs, and `hillConst_nonneg` allows the quintic estimate to be multiplied by $K'$. The main theorem combines the local bounds with `linarith`.

`scaled_error` multiplies the result by $(L+1)^3$, and `leading_coefficient` takes the limit by squeezing. `extrapolation_error` eliminates $E$ and bounds the numerator and denominator as above.
